# The first n power sums of n levels fix the monic polynomial with those levels as zeros

The theorem `levels_of_power_sums` takes two finite lists of n levels, E and F, which may be any complex numbers, repeated values included. If the sums of the k-th powers of the levels agree for every k from 1 to n, then the product of the factors X − E_i equals the product of the factors X − F_i as a polynomial. No Hamiltonian enters the statement. The attempt uses Newton's identities and strong induction on k to show that the elementary symmetric functions of the two lists agree, and then expands both products with these functions, up to sign, as coefficients.

This version doesn't compile in Lean 4 with Mathlib:

```lean
import Mathlib

open Polynomial

namespace LevelsOfPowerSums

noncomputable section

variable {n : ℕ}

/-- The product of the factors `X - E i` over the numbered levels equals the product over the
multiset of levels. -/
theorem prod_levels_eq (E : Fin n → ℂ) : ∏ i, (X - C (E i))
    = ((Finset.univ.val.map E).map fun a => X - C a).prod := by
  rw [Multiset.map_map]
  rfl

/-- Two sets of `n` levels whose power sums of orders `1` to `n` agree are the zeros of the
same polynomial. -/
theorem levels_of_power_sums (E F : Fin n → ℂ)
    (h : ∀ k, 1 ≤ k → k ≤ n → ∑ i, E i ^ k = ∑ i, F i ^ k) :
    ∏ i, (X - C (E i)) = ∏ i, (X - C (F i)) := by
  -- Newton's identities fix the elementary symmetric functions one after another
  have he : ∀ k, k ≤ n → MvPolynomial.aeval E (MvPolynomial.esymm (Fin n) ℂ k)
      = MvPolynomial.aeval F (MvPolynomial.esymm (Fin n) ℂ k) := by
    intro k
    induction k using Nat.strong_induction_on with
    | _ k ih =>
      intro hkn
      rcases Nat.eq_zero_or_pos k with rfl | hk
      · simp
      have newton := MvPolynomial.mul_esymm_eq_sum (σ := Fin n) (R := ℂ) k
      have h1 := congrArg (MvPolynomial.aeval E) newton
      have h2 := congrArg (MvPolynomial.aeval F) newton
      simp only [map_mul, map_natCast, map_sum, map_pow, map_neg, map_one] at h1 h2
      have hk0 : (k : ℂ) ≠ 0 := Nat.cast_ne_zero.mpr (by omega)
      apply mul_left_cancel₀ hk0
      rw [h1, h2]
      congr 1
      apply Finset.sum_congr rfl
      intro a ha
      rw [Finset.mem_filter, Finset.mem_antidiagonal] at ha
      have hp : MvPolynomial.aeval E (MvPolynomial.psum (Fin n) ℂ a.2)
          = MvPolynomial.aeval F (MvPolynomial.psum (Fin n) ℂ a.2) := by
        simpa [MvPolynomial.psum] using h a.2 (by omega) (by omega)
      rw [ih a.1 ha.2 (by omega), hp]
  -- these functions are the coefficients of the polynomial
  rw [prod_levels_eq, prod_levels_eq, Multiset.prod_X_sub_X_eq_sum_esymm,
    Multiset.prod_X_sub_X_eq_sum_esymm]
  simp only [Multiset.card_map, Finset.card_val, Finset.card_univ, Fintype.card_fin]
  apply Finset.sum_congr rfl
  intro j hj
  have hj' := he j (by rw [Finset.mem_range] at hj; omega)
  rw [MvPolynomial.aeval_esymm_eq_multiset_esymm,
    MvPolynomial.aeval_esymm_eq_multiset_esymm] at hj'
  rw [hj']

end

end LevelsOfPowerSums
```

Compiling this gives:

```
Main.lean:42:29: error: Tactic `rewrite` failed: Did not find an occurrence of the pattern
  ?m.247 ∈ Finset.antidiagonal ?m.244 ?m.245 ?m.246
in the target expression
  a ∈ Finset.HasAntidiagonal.antidiagonal k ∧ a.1 < k

case h.inr.e_a
n : ℕ
E F : Fin n → ℂ
h : ∀ (k : ℕ), 1 ≤ k → k ≤ n → ∑ i, E i ^ k = ∑ i, F i ^ k
k : ℕ
ih :
  ∀ m < k,
    m ≤ n →
      (MvPolynomial.aeval E) (MvPolynomial.esymm (Fin n) ℂ m) = (MvPolynomial.aeval F) (MvPolynomial.esymm (Fin n) ℂ m)
hkn : k ≤ n
hk : k > 0
newton :
  ↑k * MvPolynomial.esymm (Fin n) ℂ k =
    (-1) ^ (k + 1) *
      ∑ a ∈ Finset.HasAntidiagonal.antidiagonal k with a.1 < k,
        (-1) ^ a.1 * MvPolynomial.esymm (Fin n) ℂ a.1 * MvPolynomial.psum (Fin n) ℂ a.2
h1 :
  ↑k * (MvPolynomial.aeval E) (MvPolynomial.esymm (Fin n) ℂ k) =
    (-1) ^ (k + 1) *
      ∑ x ∈ Finset.HasAntidiagonal.antidiagonal k with x.1 < k,
        (-1) ^ x.1 * (MvPolynomial.aeval E) (MvPolynomial.esymm (Fin n) ℂ x.1) *
          (MvPolynomial.aeval E) (MvPolynomial.psum (Fin n) ℂ x.2)
h2 :
  ↑k * (MvPolynomial.aeval F) (MvPolynomial.esymm (Fin n) ℂ k) =
    (-1) ^ (k + 1) *
      ∑ x ∈ Finset.HasAntidiagonal.antidiagonal k with x.1 < k,
        (-1) ^ x.1 * (MvPolynomial.aeval F) (MvPolynomial.esymm (Fin n) ℂ x.1) *
          (MvPolynomial.aeval F) (MvPolynomial.psum (Fin n) ℂ x.2)
hk0 : ↑k ≠ 0
a : ℕ × ℕ
ha : a ∈ Finset.HasAntidiagonal.antidiagonal k ∧ a.1 < k
⊢ (-1) ^ a.1 * (MvPolynomial.aeval E) (MvPolynomial.esymm (Fin n) ℂ a.1) *
      (MvPolynomial.aeval E) (MvPolynomial.psum (Fin n) ℂ a.2) =
    (-1) ^ a.1 * (MvPolynomial.aeval F) (MvPolynomial.esymm (Fin n) ℂ a.1) *
      (MvPolynomial.aeval F) (MvPolynomial.psum (Fin n) ℂ a.2)
```

The mended proof, as a diff:

```diff
@@ -40,5 +40,5 @@
       apply Finset.sum_congr rfl
       intro a ha
-      rw [Finset.mem_filter, Finset.mem_antidiagonal] at ha
+      rw [Finset.mem_filter, Finset.HasAntidiagonal.mem_antidiagonal] at ha
       have hp : MvPolynomial.aeval E (MvPolynomial.psum (Fin n) ℂ a.2)
           = MvPolynomial.aeval F (MvPolynomial.psum (Fin n) ℂ a.2) := by
```

Diagnosis. The error arises inside the induction, where `ha` says that the pair `a` belongs to the filtered index set of Newton's sum. The rewrite with `Finset.mem_filter` succeeds and splits this into membership of `Finset.HasAntidiagonal.antidiagonal k` and `a.1 < k`. The next rewrite fails because `Finset.mem_antidiagonal` is about a different function, `Finset.antidiagonal`, which the message shows applied to three arguments. Its left-hand side therefore has no match in `ha`.

The diff puts `Finset.HasAntidiagonal.mem_antidiagonal` in its place, the membership lemma for the antidiagonal that does occur there. It turns the membership into the equation `a.1 + a.2 = k`. Together with `a.1 < k` and `k ≤ n`, this gives the later `omega` calls the bounds they need on `a.2`, namely that it is at least 1 and at most `n`.
